# The density of states of the harmonic monatomic chain integrates to one and diverges at the upper band edge

## The chain and its frequencies

Identical atoms of mass $M$ sit on a line at spacing 1, and each is joined to its two neighbours by springs of stiffness $C$. If $u_n$ is the displacement of atom $n$ along the line, then

$$M\ddot u_n = C\,(u_{n+1}+u_{n-1}-2u_n).$$

A wave $u_n = e^{i(kn-\omega t)}$ solves this when $M\omega^2 = 2C(1-\cos k) = 4C\sin^2(k/2)$. With $W = 2\sqrt{C/M}$ the frequency at wave number $k$ is

$$\omega(k) = W\,|\sin(k/2)|,\qquad k\in[-\pi,\pi].$$

The constant $W>0$ is the top frequency of the band. It belongs to the mode at $k=\pi$, on the boundary of the Brillouin zone $[-\pi,\pi]$ (the zone, for short), where neighbouring atoms move in opposite directions.

Wave numbers are taken to be spread evenly over the zone, as they are in the limit of a long chain. The fraction of modes with frequency at most $w$ is then

$$N(w) = \frac{1}{2\pi}\,\bigl|\{k\in[-\pi,\pi] : \omega(k)\le w\}\bigr|,$$

where the bars denote length. The density of states inside the band is

$$g(w) = \frac{2}{\pi\sqrt{W^2-w^2}},\qquad 0<w<W.$$

It counts modes per atom and per unit of frequency, with one longitudinal mode for each atom.

## The statement and its Lean form

For every $W>0$, the function $g$ is integrable on $(0,W)$, its integral there is 1, and $g(w)\to\infty$ as $w\to W$ from below. This is the theorem `dos_normalized_and_divergent`. Two further results add detail:

- `integral_dos_eq_modeFraction` says that $\int_0^w g = N(w)$ for every $0\le w\le W$, so $g$ does count the modes of the chain.
- `dos_edge_law` gives the strength of the divergence: $g(w)\sqrt{W-w}\to 2/(\pi\sqrt{2W})$.

The Lean objects correspond to the physics as follows.

- `chainFreq W k` is $\omega(k)$. The file takes the dispersion relation as a definition; the equation of motion above is not part of it.
- `dos W` is $g$, written as a formula on all real numbers. Lean gives it the value 0 at $w=W$, where the denominator vanishes, but no theorem uses that value.
- `modeFraction W w` is $N(w)$, with `volume` as the length of a set of wave numbers.
- `IntegrableOn (dos W) (Ioo 0 W)` is Lebesgue integrability on the open interval $(0,W)$.
- `Tendsto (dos W) (𝓝[<] W) atTop` says that $g$ exceeds every bound once $w$ is close enough to $W$ from below.

The model is classical and harmonic, with nearest-neighbour springs and motion along the line only. A ring with finitely many atoms has a discrete set of frequencies and is not covered, nor is the passage from such rings to the even spread of wave numbers.

The result bears on histograms of the frequencies of this chain. Take the bin of width $\delta$ just below $W$, and let its height be its share of the modes divided by $\delta$. If the limit of a long chain is taken first and $\delta$ is then made small, the share shrinks like $\sqrt\delta$, while the height grows like $1/\sqrt\delta$.

## Counting modes below a frequency

Fix $0\le w\le W$ and $|k|\le\pi$. Then $|k|/2$ lies in $[0,\pi/2]$, where the sine is nonnegative, so $|\sin(k/2)| = \sin(|k|/2)$. The sine is also increasing there, hence

$$W\sin(|k|/2)\le w \iff |k|\le 2\arcsin(w/W).$$

The modes with frequency at most $w$ therefore fill the symmetric interval from $-2\arcsin(w/W)$ to $2\arcsin(w/W)$. Its length is $4\arcsin(w/W)$, and division by $2\pi$ gives

$$N(w) = \frac{2}{\pi}\arcsin\frac{w}{W}.$$

## Differentiating and integrating back

For $0<w<W$ the chain rule gives

$$\frac{d}{dw}\,\frac{2}{\pi}\arcsin\frac{w}{W} = \frac{2}{\pi}\cdot\frac{1}{\sqrt{1-w^2/W^2}}\cdot\frac1W = \frac{2}{\pi\sqrt{W^2-w^2}} = g(w),$$

because $W\sqrt{1-w^2/W^2}=\sqrt{W^2-w^2}$.

Now take $0<a<b<w\le W$. On $[a,b]$ the function $g$ is continuous, so $\int_a^b g = N(b)-N(a)$. Let $a\to0$ and $b\to w$. Since $g\ge0$, the integrals increase to the integral over $(0,w)$. Since the arcsine is continuous up to the argument 1, the right-hand side tends to $N(w)-N(0)=N(w)$. So $g$ is integrable on $(0,w)$ and

$$\int_0^w g(x)\,dx = N(w).$$

For $w=0$ both sides are zero. For $w=W$ the value is $\frac2\pi\cdot\frac\pi2=1$.

## The inverse square root at the edge

As $w\to W$ from below, $\pi\sqrt{W^2-w^2}$ tends to zero through positive values, so $g(w)\to\infty$. To find the rate, factor $W^2-w^2=(W-w)(W+w)$. For $0<w<W$,

$$g(w)\sqrt{W-w} = \frac{2}{\pi\sqrt{W+w}} \;\longrightarrow\; \frac{2}{\pi\sqrt{2W}}.$$

Near the edge $g$ thus behaves like a constant times $(W-w)^{-1/2}$. Such a singularity has finite area, since $\int_{W-\delta}^{W}(W-w)^{-1/2}\,dw = 2\sqrt\delta$.

## A chain without springs

The main theorem has one hypothesis, $W>0$. At $W=0$ the normalisation fails: the interval $(0,0)$ is empty, and the integral over it is 0 instead of 1. Physically the springs have no stiffness, and every mode has frequency zero. All the weight then sits at a single point, which no ordinary density function can describe.

The restriction to the zone in the counting step matters too. At $k=2\pi$ the formula gives $\omega(k)=0$, so $\omega(k)\le w$ holds for $w=0$, while $|k|\le 2\arcsin 0=0$ is false. This wave number repeats the mode $k=0$, which has already been counted.

## The Lean source

```lean
import Mathlib

open Set MeasureTheory Filter
open scoped Real Topology

namespace MonatomicChainDOS

noncomputable section

/-- Dispersion relation of the monatomic chain with lattice constant 1 and
top frequency `W`. -/
def chainFreq (W k : ℝ) : ℝ := W * |Real.sin (k / 2)|

/-- Density of states of the chain at a frequency `w` inside the band. -/
def dos (W w : ℝ) : ℝ := 2 / (π * √(W ^ 2 - w ^ 2))

/-- Fraction of the Brillouin zone `[-π, π]` whose modes have frequency at most `w`. -/
def modeFraction (W w : ℝ) : ℝ :=
  (volume {k : ℝ | k ∈ Icc (-π) π ∧ chainFreq W k ≤ w}).toReal / (2 * π)

/-- A mode in the Brillouin zone has frequency at most `w` exactly when its wave number
is at most `2 arcsin (w / W)` in absolute value. -/
theorem chainFreq_le_iff {W w k : ℝ} (hW : 0 < W) (h0 : 0 ≤ w) (h1 : w ≤ W)
    (hk : |k| ≤ π) : chainFreq W k ≤ w ↔ |k| ≤ 2 * Real.arcsin (w / W) := by
  have hpi := Real.pi_pos
  have hk0 := abs_nonneg k
  -- on the zone the absolute value can be moved inside the sine
  have hs : |Real.sin (k / 2)| = Real.sin (|k| / 2) := by
    have hn : 0 ≤ Real.sin (|k| / 2) :=
      Real.sin_nonneg_of_nonneg_of_le_pi (by linarith) (by linarith)
    rcases abs_choice k with h | h
    · rw [h] at hn ⊢
      exact abs_of_nonneg hn
    · rw [h, neg_div, Real.sin_neg] at hn
      rw [h, neg_div, Real.sin_neg]
      exact abs_of_nonpos (by linarith)
  have hy0 : 0 ≤ w / W := div_nonneg h0 hW.le
  have hy1 : w / W ≤ 1 := (div_le_one hW).2 h1
  have key : |k| / 2 ≤ Real.arcsin (w / W) ↔ Real.sin (|k| / 2) ≤ w / W :=
    Real.le_arcsin_iff_sin_le ⟨by linarith, by linarith⟩ ⟨by linarith, hy1⟩
  rw [le_div_iff₀ hW, mul_comm] at key
  unfold chainFreq
  rw [hs, ← key]
  constructor <;> intro h <;> linarith

/-- For `0 ≤ w ≤ W` and `W > 0`, the fraction of modes with frequency at most `w` is `(2 / π) arcsin
(w / W)`. -/
theorem modeFraction_eq {W w : ℝ} (hW : 0 < W) (h0 : 0 ≤ w) (h1 : w ≤ W) :
    modeFraction W w = 2 / π * Real.arcsin (w / W) := by
  have hpi := Real.pi_pos
  have ha0 : 0 ≤ Real.arcsin (w / W) := Real.arcsin_nonneg.2 (div_nonneg h0 hW.le)
  have ha1 := Real.arcsin_le_pi_div_two (w / W)
  -- the modes below `w` fill a symmetric interval of wave numbers
  have hset : {k : ℝ | k ∈ Icc (-π) π ∧ chainFreq W k ≤ w}
      = Icc (-(2 * Real.arcsin (w / W))) (2 * Real.arcsin (w / W)) := by
    ext k
    constructor
    · rintro ⟨hk, hf⟩
      exact abs_le.1 ((chainFreq_le_iff hW h0 h1 (abs_le.2 hk)).1 hf)
    · intro hk
      have hk' := abs_le.2 hk
      have hz : |k| ≤ π := by linarith
      exact ⟨abs_le.1 hz, (chainFreq_le_iff hW h0 h1 hz).2 hk'⟩
  unfold modeFraction
  rw [hset, Real.volume_Icc, ENNReal.toReal_ofReal (by linarith)]
  field_simp
  try ring

/-- Inside the band, the density of states is the derivative of the arcsine law
for the fraction of modes. -/
theorem hasDerivAt_arcsine_law {W w : ℝ} (h0 : 0 < w) (h1 : w < W) :
    HasDerivAt (fun x => 2 / π * Real.arcsin (x / W)) (dos W w) w := by
  have hW : 0 < W := h0.trans h1
  have hy0 : 0 < w / W := div_pos h0 hW
  have hy1 : w / W < 1 := (div_lt_one hW).2 h1
  have hr : 0 < √(1 - (w / W) ^ 2) := Real.sqrt_pos.2 (by nlinarith)
  have hsq : √(W ^ 2 - w ^ 2) = W * √(1 - (w / W) ^ 2) := by
    have he : W ^ 2 - w ^ 2 = W ^ 2 * (1 - (w / W) ^ 2) := by
      rw [div_pow, mul_sub, mul_one, mul_div_cancel₀ _ (pow_ne_zero 2 hW.ne')]
    rw [he, Real.sqrt_mul (sq_nonneg W), Real.sqrt_sq hW.le]
  have hd := ((Real.hasDerivAt_arcsin (x := w / W) (by linarith) hy1.ne).comp w
    ((hasDerivAt_id w).div_const W)).const_mul (2 / π)
  refine HasDerivAt.congr_deriv hd ?_
  unfold dos
  rw [hsq]
  generalize √(1 - (w / W) ^ 2) = r at hr
  have hpi := Real.pi_ne_zero
  have hr' := hr.ne'
  have hW' := hW.ne'
  field_simp

/-- The density of states is integrable from zero up to any frequency `w` of the closed band,
and its integral is the fraction of modes with frequency at most `w`. -/
theorem integral_dos_eq_modeFraction {W w : ℝ} (hW : 0 < W) (h0 : 0 ≤ w) (h1 : w ≤ W) :
    IntegrableOn (dos W) (Ioo 0 w) ∧ ∫ x in Ioo 0 w, dos W x = modeFraction W w := by
  have hc : Continuous (fun x => 2 / π * Real.arcsin (x / W)) :=
    continuous_const.mul (Real.continuous_arcsin.comp (continuous_id.div_const W))
  have hd : ∀ x ∈ Ioo 0 w, HasDerivAt (fun x => 2 / π * Real.arcsin (x / W)) (dos W x) x :=
    fun x hx => hasDerivAt_arcsine_law hx.1 (hx.2.trans_le h1)
  -- a nonnegative derivative of a continuous function is integrable
  have hi : IntegrableOn (dos W) (Ioc 0 w) :=
    intervalIntegral.integrableOn_deriv_of_nonneg hc.continuousOn hd
      (fun x _ => by unfold dos; positivity)
  refine ⟨hi.mono_set Ioo_subset_Ioc_self, ?_⟩
  have hint := intervalIntegral.integral_eq_sub_of_hasDerivAt_of_le h0 hc.continuousOn hd
    ((intervalIntegrable_iff_integrableOn_Ioc_of_le h0).2 hi)
  rw [← integral_Ioc_eq_integral_Ioo, ← intervalIntegral.integral_of_le h0, hint,
    modeFraction_eq hW h0 h1]
  simp

/-- The density of states tends to infinity as the frequency approaches the band edge
from below. -/
theorem dos_tendsto_atTop {W : ℝ} (hW : 0 < W) :
    Tendsto (dos W) (𝓝[<] W) atTop := by
  have hc : Continuous (fun w : ℝ => π * √(W ^ 2 - w ^ 2)) := by fun_prop
  -- the denominator goes to zero through positive values
  have hz : Tendsto (fun w : ℝ => π * √(W ^ 2 - w ^ 2)) (𝓝[<] W) (𝓝[>] 0) := by
    refine tendsto_nhdsWithin_iff.2 ⟨?_, ?_⟩
    · have h := (hc.tendsto W).mono_left (nhdsWithin_le_nhds (s := Iio W))
      simpa using h
    · filter_upwards [Ioo_mem_nhdsLT hW] with w hw
      exact mul_pos Real.pi_pos (Real.sqrt_pos.2 (by nlinarith [hw.1, hw.2]))
  have h := (tendsto_inv_nhdsGT_zero.comp hz).const_mul_atTop (zero_lt_two' ℝ)
  refine h.congr (fun w => ?_)
  simp only [Function.comp_apply, dos, div_eq_mul_inv]

/-- At the band edge the density of states has an inverse square-root singularity:
`g(w) √(W - w)` tends to `2 / (π √(2 W))`. -/
theorem dos_edge_law {W : ℝ} (hW : 0 < W) :
    Tendsto (fun w => dos W w * √(W - w)) (𝓝[<] W) (𝓝 (2 / (π * √(2 * W)))) := by
  have hne : π * √(W + W) ≠ 0 :=
    (mul_pos Real.pi_pos (Real.sqrt_pos.2 (by linarith))).ne'
  have hc : Continuous (fun w : ℝ => π * √(W + w)) := by fun_prop
  have h : Tendsto (fun w : ℝ => 2 / (π * √(W + w))) (𝓝[<] W) (𝓝 (2 / (π * √(W + W)))) :=
    (tendsto_const_nhds.div (hc.tendsto W) hne).mono_left nhdsWithin_le_nhds
  rw [two_mul W]
  refine h.congr' ?_
  filter_upwards [Ioo_mem_nhdsLT hW] with w hw
  -- factor the radicand and cancel the vanishing factor
  have ha : 0 < √(W - w) := Real.sqrt_pos.2 (by linarith [hw.2])
  have hb : 0 < √(W + w) := Real.sqrt_pos.2 (by linarith [hw.1])
  have he : W ^ 2 - w ^ 2 = (W - w) * (W + w) := by ring
  unfold dos
  rw [he, Real.sqrt_mul (by linarith [hw.2])]
  have hpi := Real.pi_ne_zero
  have ha' := ha.ne'
  have hb' := hb.ne'
  field_simp

/-- The density of states of the monatomic chain is integrable over the band with integral 1,
and it tends to infinity at the upper band edge. -/
theorem dos_normalized_and_divergent {W : ℝ} (hW : 0 < W) :
    IntegrableOn (dos W) (Ioo 0 W) ∧ ∫ w in Ioo 0 W, dos W w = 1 ∧
      Tendsto (dos W) (𝓝[<] W) atTop := by
  obtain ⟨hi, hv⟩ := integral_dos_eq_modeFraction hW hW.le le_rfl
  refine ⟨hi, ?_, dos_tendsto_atTop hW⟩
  -- all modes lie at or below the top frequency
  rw [hv, modeFraction_eq hW hW.le le_rfl, div_self hW.ne', Real.arcsin_one]
  have hpi := Real.pi_ne_zero
  field_simp

end

end MonatomicChainDOS
```

```lean
#print axioms MonatomicChainDOS.dos_edge_law
#print axioms MonatomicChainDOS.dos_normalized_and_divergent
```

```
'MonatomicChainDOS.dos_edge_law' depends on axioms: [propext, Classical.choice, Quot.sound]
'MonatomicChainDOS.dos_normalized_and_divergent' depends on axioms: [propext, Classical.choice, Quot.sound]
```

## How the lemmas follow the derivation

`chainFreq_le_iff` is the comparison of frequencies and wave numbers. The step `hs` moves the absolute value inside the sine by treating $|k|=k$ and $|k|=-k$ separately. Then `Real.le_arcsin_iff_sin_le` supplies the monotonicity of the sine; its side conditions are that $|k|/2$ lies in $[-\pi/2,\pi/2]$ and $w/W$ in $[-1,1]$. Multiplying through by $W$ and by 2 finishes the proof.

`modeFraction_eq` turns this equivalence into an equality of sets, `hset`. One direction takes a mode of low frequency and bounds its wave number. The other must also show that the interval lies inside the zone, which follows from $\arcsin\le\pi/2$. `Real.volume_Icc` then gives the length.

`hasDerivAt_arcsine_law` is the chain rule. The term `hd` composes the derivative of the arcsine with that of $x/W$ and multiplies by $2/\pi$. The identity `hsq` is the rewriting of the square root used above, and `field_simp` matches the two fractions.

`integral_dos_eq_modeFraction` combines the derivative with the continuity of the arcsine law, and then writes the mode fraction in its closed form, so that the two sides agree.

`dos_tendsto_atTop` first proves that the denominator tends to zero and stays positive for $0<w<W$. Both facts are recorded in the target `𝓝[>] 0`, the neighbourhoods of zero from the right. The inverse of such a quantity tends to infinity, and the factor 2 does not change that.

`dos_edge_law` starts from the continuous function $2/(\pi\sqrt{W+w})$ and its limit. It then shows that this function equals $g(w)\sqrt{W-w}$ for $0<w<W$. The call to `congr'` needs the equality only close to $W$ on the left, so the point $w=W$ plays no part.

`dos_normalized_and_divergent` sets $w=W$ in the integral formula, evaluates $\arcsin 1=\pi/2$, and adds the divergence.

## Integrability from the sign of a derivative

The proof turns on the Mathlib lemma `intervalIntegral.integrableOn_deriv_of_nonneg`. The usual fundamental theorem of calculus takes the integrability of the derivative as an assumption. For $g$ on $(0,W)$ that is the point at issue, because $g$ is unbounded there.

The lemma asks for three things: a function continuous on the closed interval, a derivative at every interior point, and a nonnegative sign for that derivative. It returns integrability. These are the ingredients of the limiting argument by hand, in which the integrals over $[a,b]$ increase and stay below a finite value. Nothing is asked about the derivative at the endpoints, so the case $w=W$ needs no separate treatment, even though the arcsine law has a vertical tangent there.

The result, `hi`, is then passed to `intervalIntegral.integral_eq_sub_of_hasDerivAt_of_le`, which gives the value of the integral as a difference of endpoint values. The lemmas work on the half-open interval `Ioc 0 w`, and the change to `Ioo 0 w` is harmless because a single point has length zero.

The sign condition does real work. The function $F(x)=x^2\sin(1/x^2)$ with $F(0)=0$ is continuous on $[0,1]$ and differentiable inside. Its derivative contains the term $-(2/x)\cos(1/x^2)$, which oscillates so strongly near zero that $|F'|$ has infinite integral. A density of states cannot behave in this way, since it is never negative.
